# A norm condition for convergence of the exact-decoupling iteration

A fixed-point iteration for decoupling the Dirac equation can run forever without settling. With kinetic coupling $K=2c\cdot 1$ and no potential, the iteration below, started at zero, gives $0,1,0,1,\dots$. A sufficient condition on the norms of the coupling and the potential excludes such behaviour and guarantees that the error at least halves at each step.

## The decoupling equation and its contraction

In atomic units, with the rest energy subtracted, take a one-electron Dirac matrix in an orthonormal basis used for both components:

$$H=\begin{pmatrix}V & cK\\ cK & V-2c^2\end{pmatrix}.$$

Here $V$ is the potential, $K$ represents $\boldsymbol\sigma\cdot\mathbf p$, and $c>0$ is the speed of light. Let $X$ map large components $\varphi$ to small components $X\varphi$. The vectors $(\varphi,X\varphi)$ form an invariant subspace when $cK+(V-2c^2)X=X(V+cKX)$. Solving for the term $2c^2X$ gives $X=F(X)$ with

$$F(X)=\frac{cK+VX-XV-cXKX}{2c^2}.$$

Write $k=\|K\|$ and $v=\|V\|$ for the spectral norms, and assume $2(v+k^2)\le c^2$. For $V=0$ and Hermitian $K$, this says that no eigenvalue of the matrix $K$ exceeds $c/\sqrt2$ in magnitude.

Let $X$ and $Y$ have norm at most $k/c$, and put $D=X-Y$. Since $XKX-YKY=DKX+YKD$,

$$F(X)-F(Y)=\frac{VD-DV-c(DKX+YKD)}{2c^2},$$

$$\|F(X)-F(Y)\|\le\frac{2v+2c\,k\,(k/c)}{2c^2}\|D\|=\frac{v+k^2}{c^2}\|D\|\le\tfrac12\|D\|.$$

Also $F(0)=K/(2c)$, so $\|F(X)\|\le\frac12\|X\|+k/(2c)\le k/c$, and the ball of radius $k/c$ is mapped into itself.

Set $X_0=0$ and $X_{n+1}=F(X_n)$. Then $\|X_{n+1}-X_n\|\le2^{-n}\|X_1-X_0\|\le2^{-n}k/c$, so the sequence is Cauchy. Its limit $X$ lies in the closed ball, and continuity of $F$ gives $F(X)=X$. A second fixed point $Y$ in the ball would satisfy $\|Y-X\|\le\frac12\|Y-X\|$, hence $Y=X$. Finally, $\|X_n-X\|\le2^{-n}\|X_0-X\|\le2^{-n}k/c$.

Compressing every basis function by a factor $s$ multiplies momenta by $s$, so $K$ becomes $sK$. If $K\ne0$ and $s>c/k$, then $s^2k^2>c^2$ and the condition fails, whatever the new potential is. This removes the guarantee, though the iteration may still converge.

For one-electron two-component calculations in a finite orthonormal basis shared by both components, the result gives, whenever the norm condition holds, an a priori upper bound on the number of iterations needed to reach a chosen accuracy in the decoupling matrix.

## The formal development

The general setting is a complex normed algebra `A`, whose elements play the role of operators.

In Lean 4 with Mathlib:

```lean
import Mathlib

open Filter Topology
open scoped Matrix.Norms.L2Operator

namespace ExactDecouplingIteration

variable {A : Type*} [NormedRing A] [NormedAlgebra ℂ A]
```

The update $F$ is `decouplingStep c K V`. The speed of light is a real number, cast to a complex one where it multiplies operators. Neither `K` nor `V` is required to be Hermitian. The definition uses the same `V` in both diagonal blocks, so a kinetically balanced basis with a different small-component potential needs another update.

```lean
/-- One update of the decoupling operator `X`, which maps large to small components:
`X ↦ (cK + VX - XV - cXKX) / (2c²)`, for nonzero speed of light `c`. -/
noncomputable def decouplingStep (c : ℝ) (K V X : A) : A :=
  (1 / (2 * (c : ℂ) ^ 2)) • ((c : ℂ) • K + V * X - X * V - (c : ℂ) • (X * K * X))
```

The first lemma handles the prefactor $1/(2c^2)$ in norm estimates.

```lean
/-- Division by `2c²`, with `c > 0`, turns a bound `2c²B` on the norm into the bound `B`. -/
lemma norm_scaled_le {c B : ℝ} (hc : 0 < c) {Z : A} (hZ : ‖Z‖ ≤ 2 * c ^ 2 * B) :
    ‖(1 / (2 * (c : ℂ) ^ 2)) • Z‖ ≤ B := by
  have e : (1 / (2 * (c : ℂ) ^ 2)) = ((1 / (2 * c ^ 2) : ℝ) : ℂ) := by simp
  rw [norm_smul, e, Complex.norm_real, Real.norm_of_nonneg (by positivity), one_div,
    inv_mul_le_iff₀ (by positivity)]
  exact hZ
```

In the contraction theorem, `key` is the factorisation through $D$. The bounds `h1` to `h8` come from the triangle inequality and submultiplicativity, and `hr` cancels $c$ against $k/c$. The final `calc` block collects the factor $2(v+k^2)$ and applies the hypothesis.

```lean
/-- If `c > 0` and `2(‖V‖ + ‖K‖²) ≤ c²`, one update at least halves the distance between two
operators of norm at most `‖K‖/c`. -/
theorem step_contracts {c : ℝ} (hc : 0 < c) {K V X Y : A}
    (h : 2 * (‖V‖ + ‖K‖ ^ 2) ≤ c ^ 2) (hX : ‖X‖ ≤ ‖K‖ / c) (hY : ‖Y‖ ≤ ‖K‖ / c) :
    ‖decouplingStep c K V X - decouplingStep c K V Y‖ ≤ 1 / 2 * ‖X - Y‖ := by
  -- each term in the difference of the updates has `X - Y` as a factor
  have key : decouplingStep c K V X - decouplingStep c K V Y =
      (1 / (2 * (c : ℂ) ^ 2)) • (V * (X - Y) - (X - Y) * V
        - (c : ℂ) • ((X - Y) * K * X + Y * K * (X - Y))) := by
    have e : X * K * X - Y * K * Y = (X - Y) * K * X + Y * K * (X - Y) := by noncomm_ring
    unfold decouplingStep
    rw [← e, mul_sub, sub_mul]
    module
  rw [key]
  apply norm_scaled_le hc
  have h1 := norm_mul_le V (X - Y)
  have h2 := norm_mul_le (X - Y) V
  have h3 : ‖(X - Y) * K * X‖ ≤ ‖X - Y‖ * ‖K‖ * (‖K‖ / c) :=
    (norm_mul_le _ _).trans
      (mul_le_mul (norm_mul_le _ _) hX (norm_nonneg _) (by positivity))
  have h4 : ‖Y * K * (X - Y)‖ ≤ ‖K‖ / c * ‖K‖ * ‖X - Y‖ :=
    (norm_mul_le _ _).trans (mul_le_mul_of_nonneg_right
      ((norm_mul_le _ _).trans (mul_le_mul_of_nonneg_right hY (norm_nonneg _)))
      (norm_nonneg _))
  have h5 : ‖(c : ℂ) • ((X - Y) * K * X + Y * K * (X - Y))‖ ≤
      c * (‖(X - Y) * K * X‖ + ‖Y * K * (X - Y)‖) := by
    rw [norm_smul, Complex.norm_real, Real.norm_of_nonneg hc.le]
    exact mul_le_mul_of_nonneg_left (norm_add_le _ _) hc.le
  have h6 := mul_le_mul_of_nonneg_left (add_le_add h3 h4) hc.le
  have h7 := norm_sub_le (V * (X - Y) - (X - Y) * V)
    ((c : ℂ) • ((X - Y) * K * X + Y * K * (X - Y)))
  have h8 := norm_sub_le (V * (X - Y)) ((X - Y) * V)
  have hr : c * (‖K‖ / c) = ‖K‖ := by field_simp
  calc _ ≤ ‖V‖ * ‖X - Y‖ + ‖X - Y‖ * ‖V‖
        + c * (‖X - Y‖ * ‖K‖ * (‖K‖ / c) + ‖K‖ / c * ‖K‖ * ‖X - Y‖) := by linarith
    _ = 2 * (‖V‖ + ‖K‖ ^ 2) * ‖X - Y‖ := by
        linear_combination (2 * ‖X - Y‖ * ‖K‖) * hr
    _ ≤ c ^ 2 * ‖X - Y‖ := mul_le_mul_of_nonneg_right h (norm_nonneg _)
    _ = 2 * c ^ 2 * (1 / 2 * ‖X - Y‖) := by ring
```

Invariance of the ball follows by comparing $F(X)$ with $F(0)$: `h0` is the bound $k/(2c)$, and `h1` is the contraction with $Y=0$.

```lean
/-- If `c > 0` and `2(‖V‖ + ‖K‖²) ≤ c²`, the update keeps the norm of `X` within `‖K‖/c`. -/
theorem step_mem_ball {c : ℝ} (hc : 0 < c) {K V X : A}
    (h : 2 * (‖V‖ + ‖K‖ ^ 2) ≤ c ^ 2) (hX : ‖X‖ ≤ ‖K‖ / c) :
    ‖decouplingStep c K V X‖ ≤ ‖K‖ / c := by
  have hr : c * (‖K‖ / c) = ‖K‖ := by field_simp
  have h0 : ‖decouplingStep c K V 0‖ ≤ ‖K‖ / c / 2 := by
    apply norm_scaled_le hc
    simp only [mul_zero, zero_mul, smul_zero, sub_zero, add_zero]
    rw [norm_smul, Complex.norm_real, Real.norm_of_nonneg hc.le]
    exact le_of_eq (by linear_combination (-c) * hr)
  have h1 := step_contracts hc h hX (Y := 0) (by rw [norm_zero]; positivity)
  rw [sub_zero] at h1
  have h2 := norm_add_le (decouplingStep c K V X - decouplingStep c K V 0)
    (decouplingStep c K V 0)
  rw [sub_add_cancel] at h2
  linarith
```

The convergence theorem adds completeness. Its conclusion lists, in order, the norm bound, the fixed-point equation, uniqueness in the ball, convergence and the error estimate. The notation `^[n] 0` means $n$ updates applied to zero, which is $X_n$. In the proof, `ball` keeps the iterates in the ball, `gap` bounds successive differences, and `hfix` identifies the limits of $F(X_n)$ and $X_{n+1}$. Induction with the contraction gives the error bound.

```lean
/-- In a complete complex normed algebra, if `c > 0` and `2(‖V‖ + ‖K‖²) ≤ c²`, the iteration from
`X = 0` converges to the only fixed point of norm at most `‖K‖/c`, with error at most `2⁻ⁿ‖K‖/c`
after `n` steps. -/
theorem iteration_converges [CompleteSpace A] {c : ℝ} (hc : 0 < c) (K V : A)
    (h : 2 * (‖V‖ + ‖K‖ ^ 2) ≤ c ^ 2) :
    ∃ X : A, ‖X‖ ≤ ‖K‖ / c ∧ decouplingStep c K V X = X ∧
      (∀ Y : A, ‖Y‖ ≤ ‖K‖ / c → decouplingStep c K V Y = Y → Y = X) ∧
      Tendsto (fun n : ℕ => (decouplingStep c K V)^[n] 0) atTop (𝓝 X) ∧
      ∀ n : ℕ, ‖(decouplingStep c K V)^[n] 0 - X‖ ≤ (1 / 2) ^ n * (‖K‖ / c) := by
  have ball : ∀ n : ℕ, ‖(decouplingStep c K V)^[n] 0‖ ≤ ‖K‖ / c := by
    intro n
    induction n with
    | zero => rw [Function.iterate_zero_apply, norm_zero]; positivity
    | succ n ih => rw [Function.iterate_succ_apply']; exact step_mem_ball hc h ih
  -- successive iterates approach each other geometrically
  have gap : ∀ n : ℕ, dist ((decouplingStep c K V)^[n] 0)
      ((decouplingStep c K V)^[n + 1] 0) ≤ ‖K‖ / c * (1 / 2) ^ n := by
    intro n
    rw [dist_eq_norm]
    induction n with
    | zero =>
      rw [Function.iterate_zero_apply, zero_sub, norm_neg, pow_zero, mul_one]
      exact ball (0 + 1)
    | succ n ih =>
      have h1 := step_contracts hc h (ball n) (ball (n + 1))
      rw [← Function.iterate_succ_apply' (decouplingStep c K V) n,
        ← Function.iterate_succ_apply' (decouplingStep c K V) (n + 1)] at h1
      rw [pow_succ]
      linarith
  obtain ⟨X, hX⟩ := cauchySeq_tendsto_of_complete
    (cauchySeq_of_le_geometric (1 / 2) (‖K‖ / c) (by norm_num) gap)
  have hXb : ‖X‖ ≤ ‖K‖ / c := le_of_tendsto hX.norm (Eventually.of_forall ball)
  -- continuity of the update makes the limit a fixed point
  have hcont : Continuous (decouplingStep c K V) := by
    unfold decouplingStep
    fun_prop
  have hfix : decouplingStep c K V X = X := by
    refine tendsto_nhds_unique ((hcont.tendsto X).comp hX) ?_
    exact (hX.comp (tendsto_add_atTop_nat 1)).congr
      fun n => Function.iterate_succ_apply' (decouplingStep c K V) n 0
  refine ⟨X, hXb, hfix, ?_, hX, ?_⟩
  · intro Y hY hYfix
    have h1 := step_contracts hc h hY hXb
    rw [hYfix, hfix] at h1
    have h2 : ‖Y - X‖ = 0 := le_antisymm (by linarith) (norm_nonneg _)
    exact sub_eq_zero.mp (norm_eq_zero.mp h2)
  · intro n
    induction n with
    | zero =>
      rw [Function.iterate_zero_apply, zero_sub, norm_neg, pow_zero, one_mul]
      exact hXb
    | succ n ih =>
      have h1 := step_contracts hc h (ball n) hXb
      rw [hfix] at h1
      rw [Function.iterate_succ_apply', pow_succ]
      linarith
```

For finite complex matrices, completeness is automatic. The norm here is the L2 operator norm, that is, the spectral norm. The theorem doesn't identify the spectrum of $V+cKX$ with the electronic levels.

```lean
/-- For complex matrices with spectral norms satisfying `2(‖V‖ + ‖K‖²) ≤ c²`, `c > 0`, the
iteration from `X = 0` converges to the only fixed point of norm at most `‖K‖/c`, with error
at most `2⁻ⁿ‖K‖/c` after `n` steps. -/
theorem matrix_iteration_converges {ι : Type*} [Fintype ι] [DecidableEq ι] {c : ℝ}
    (hc : 0 < c) (K V : Matrix ι ι ℂ) (h : 2 * (‖V‖ + ‖K‖ ^ 2) ≤ c ^ 2) :
    ∃ X : Matrix ι ι ℂ, ‖X‖ ≤ ‖K‖ / c ∧ decouplingStep c K V X = X ∧
      (∀ Y : Matrix ι ι ℂ, ‖Y‖ ≤ ‖K‖ / c → decouplingStep c K V Y = Y → Y = X) ∧
      Tendsto (fun n : ℕ => (decouplingStep c K V)^[n] 0) atTop (𝓝 X) ∧
      ∀ n : ℕ, ‖(decouplingStep c K V)^[n] 0 - X‖ ≤ (1 / 2) ^ n * (‖K‖ / c) := by
  have : CompleteSpace (Matrix ι ι ℂ) := FiniteDimensional.complete ℂ _
  exact iteration_converges hc K V h
```

For tight functions, `V s` is an arbitrary function of the scale, and `∀ᶠ s : ℝ in atTop` means "for all sufficiently large $s$". The scaling $K\mapsto sK$ is put in by hand rather than derived from basis functions. The proof uses the threshold $|c|/k$.

```lean
/-- If tightening the basis by a factor `s` turns a nonzero `K` into `sK`, the bound
`2(‖V s‖ + ‖sK‖²) ≤ c²` fails for all large `s`, however the potential `V s` changes. -/
theorem tight_functions_violate_condition (c : ℝ) {K : A} (hK : K ≠ 0) (V : ℝ → A) :
    ∀ᶠ s : ℝ in atTop, ¬ 2 * (‖V s‖ + ‖(s : ℂ) • K‖ ^ 2) ≤ c ^ 2 := by
  have hk : 0 < ‖K‖ := norm_pos_iff.mpr hK
  filter_upwards [eventually_gt_atTop (|c| / ‖K‖)] with s hs
  have hs0 : 0 < s := lt_of_le_of_lt (by positivity) hs
  rw [div_lt_iff₀ hk] at hs
  rw [norm_smul, Complex.norm_real, Real.norm_of_nonneg hs0.le, not_le]
  have h1 : c ^ 2 < (s * ‖K‖) ^ 2 := by
    rw [← sq_abs c]
    nlinarith [abs_nonneg c]
  nlinarith [norm_nonneg (V s), sq_nonneg (s * ‖K‖)]
```

The last theorem establishes the cycle from the opening in any nonzero algebra. The steps `h0` and `h1` compute $F(0)=1$ and $F(1)=0$, and induction gives the even and odd iterates. A limit would have to equal both 0 and 1.

```lean
/-- For `K = 2c·1`, `V = 0` and `c > 0`, in a nonzero algebra, the iterates from `X = 0`
alternate between `0` and `1` and have no limit. -/
theorem strong_coupling_cycles [Nontrivial A] {c : ℝ} (hc : 0 < c) :
    (∀ m : ℕ, (decouplingStep c ((2 * (c : ℂ)) • (1 : A)) 0)^[2 * m] 0 = 0 ∧
      (decouplingStep c ((2 * (c : ℂ)) • (1 : A)) 0)^[2 * m + 1] 0 = 1) ∧
    ¬ ∃ L : A, Tendsto
      (fun n : ℕ => (decouplingStep c ((2 * (c : ℂ)) • (1 : A)) 0)^[n] 0) atTop (𝓝 L) := by
  have hc' : (c : ℂ) ≠ 0 := Complex.ofReal_ne_zero.mpr hc.ne'
  have e : 1 / (2 * (c : ℂ) ^ 2) * c * (2 * c) = 1 := by field_simp
  have h0 : decouplingStep c ((2 * (c : ℂ)) • (1 : A)) 0 0 = 1 := by
    simp only [decouplingStep, mul_zero, smul_zero, sub_zero, add_zero]
    rw [smul_smul, smul_smul, e, one_smul]
  have h1 : decouplingStep c ((2 * (c : ℂ)) • (1 : A)) 0 1 = 0 := by
    simp only [decouplingStep, mul_zero, one_mul, mul_one, add_zero, sub_zero,
      sub_self, smul_zero]
  have even : ∀ m : ℕ,
      (decouplingStep c ((2 * (c : ℂ)) • (1 : A)) 0)^[2 * m] 0 = 0 := by
    intro m
    induction m with
    | zero => rfl
    | succ m ih =>
      rw [show 2 * (m + 1) = 2 * m + 1 + 1 by ring, Function.iterate_succ_apply',
        Function.iterate_succ_apply', ih, h0, h1]
  have odd : ∀ m : ℕ,
      (decouplingStep c ((2 * (c : ℂ)) • (1 : A)) 0)^[2 * m + 1] 0 = 1 := by
    intro m
    rw [Function.iterate_succ_apply', even, h0]
  refine ⟨fun m => ⟨even m, odd m⟩, ?_⟩
  rintro ⟨L, hL⟩
  -- a limit would have to equal both values of the cycle
  have t0 : Tendsto (fun m : ℕ => 2 * m) atTop atTop :=
    tendsto_atTop_mono (fun m => by show m ≤ 2 * m; omega) tendsto_id
  have t1 : Tendsto (fun m : ℕ => 2 * m + 1) atTop atTop :=
    tendsto_atTop_mono (fun m => by show m ≤ 2 * m + 1; omega) tendsto_id
  have l0 : L = 0 := tendsto_nhds_unique (hL.comp t0)
    (tendsto_const_nhds.congr fun m => (even m).symm)
  have l1 : L = 1 := tendsto_nhds_unique (hL.comp t1)
    (tendsto_const_nhds.congr fun m => (odd m).symm)
  exact zero_ne_one (l0.symm.trans l1)

end ExactDecouplingIteration
```

```lean
#print axioms ExactDecouplingIteration.matrix_iteration_converges
-- 'ExactDecouplingIteration.matrix_iteration_converges' depends on axioms: [propext, Classical.choice, Quot.sound]
#print axioms ExactDecouplingIteration.tight_functions_violate_condition
-- 'ExactDecouplingIteration.tight_functions_violate_condition' depends on axioms: [propext, Classical.choice, Quot.sound]
#print axioms ExactDecouplingIteration.strong_coupling_cycles
-- 'ExactDecouplingIteration.strong_coupling_cycles' depends on axioms: [propext, Classical.choice, Quot.sound]
```
